# Multipole moments of an (l, m) orbital density vanish for odd rank and for rank above 2l

Let D denote d/dx, and for natural numbers k, l, m define

P_k(x) = D^k (x² − 1)^k

ρ_lm(x) = (1 − x²)^m · (D^m P_l(x))²

M(l, m, k) = ∫ from −1 to 1 of ρ_lm(x) P_k(x) dx

Then M(l, m, k) = 0 whenever k is odd or k > 2l, and M(l, m, 2l) ≠ 0 for m ≤ l. Consequently, if the direct Coulomb integral between two orbitals of a shell is taken in the form of a multipole series Σ_k M(l, m, k) M(l, m', k) F_k with real radial factors F_k, the series reduces to the l + 1 terms k = 0, 2, …, 2l.

## The direct Coulomb integral in a shell

Take orbitals R(r) Y_lm(θ, φ) with one radial function R for the whole shell and complex spherical harmonics Y_lm. The density |Y_lm|² does not depend on φ, is the same for m and −m, and is proportional to ρ_lm(x) at x = cos θ, with m now read as |m|. The factor (1 − x²)^m is sin^(2m) θ, and dx is the polar measure sin θ dθ.

The standard Legendre polynomial is L_k = P_k / (2^k k!). With γ the angle between the position vectors of the two electrons, r₁ and r₂ their radii, and r_< and r_> the smaller and larger of these, the Coulomb kernel in atomic units expands as

1/|r⃗₁ − r⃗₂| = Σ_k (r_<^k / r_>^(k+1)) L_k(cos γ)

Averaged over the azimuthal angles, L_k(cos γ) becomes L_k(cos θ₁) L_k(cos θ₂) by the addition theorem. The direct integral J between the densities of (l, m) and (l, m') therefore factorises term by term:

J(m, m') = Σ_k c_k(l, m) c_k(l, m') S_k

S_k = ∫∫ R(r₁)² R(r₂)² (r_<^k / r_>^(k+1)) r₁² r₂² dr₁ dr₂

c_k(l, m) = M(l, m, k) / (2^k k! · M(l, m, 0))

The S_k are the Slater integrals. Because P_0 = 1, the number M(l, m, 0) is the norm of the density, and c_0 = 1. Setting F_k = S_k / (2^k k!)² turns J into the series of the opening, divided by the factor M(l, m, 0) M(l, m', 0), which does not depend on k.

For a single shell in a central field with one radial function, the direct density–density part of the on-site interaction in a Hubbard correction thus depends on l + 1 radial numbers only: S_0, S_2, S_4 for a d shell. The case m = m' is the Coulomb integral of an orbital density with itself, the quantity behind that orbital's Hartree self-interaction.

## Three theorems about polynomials on [−1, 1]

All angular objects are real polynomials, type `ℝ[X]`, in the variable x = cos θ. The definition `rodrigues k` is P_k, written with `derivative^[k]`, the k-fold iterate of the formal derivative. The definition `density l m` is ρ_lm, `integ p` integrates the function `p.eval x` over the interval from −1 to 1, and `multipole l m k` is M(l, m, k). No normalising constants appear: P_k lacks 1/(2^k k!), and the density is not divided by its norm.

`multipole_eq_zero` has the single hypothesis `Odd k ∨ 2 * l < k` and concludes `multipole l m k = 0`. It holds for every natural m. The physical range is m ≤ l; for m > l the density is the zero polynomial and the claim is true for a trivial reason.

`multipole_top_ne_zero` assumes `m ≤ l` and concludes `multipole l m (2 * l) ≠ 0`, so the bound 2l is attained. It gives no value and no sign, and nothing is stated about the even ranks below 2l.

`direct_series` takes an arbitrary sequence `F : ℕ → ℝ` and states, through `HasSum`, that the series over all k converges to the sum over j in `Finset.range (l + 1)`, that is j = 0, …, l, of the terms with k = 2j. The sequence `F` stands for the radial factors F_k. It is postulated as a list of finite real numbers with no growth condition, so it can equally describe a screened interaction that depends only on r₁, r₂ and γ and has an expansion of the same type.

The expansion of the kernel, the addition theorem and the exchange of the sum with the radial integrals are assumed in writing down the series; the theorems start from it. Exchange integrals, other off-diagonal matrix elements, pairs of different shells, and real orbitals whose density depends on φ are not treated.

## Parity removes the odd ranks

Put g_n = D^n (x² − 1)^l. The function g_0 is even. If g_n(−x) = (−1)^n g_n(x), differentiating both sides gives −g_(n+1)(−x) = (−1)^n g_(n+1)(x), which is the same relation for n + 1. Since D^m P_l = g_(m+l),

(D^m P_l)(−x) = (−1)^(m+l) (D^m P_l)(x)

Squaring removes the sign and (1 − x²)^m is even, so ρ_lm is even. The same relation with m = 0 and l replaced by k shows that P_k has parity (−1)^k. For odd k the integrand h = ρ_lm P_k is odd. The substitution x → −x maps [−1, 1] to itself, so ∫ h = −∫ h and the integral vanishes.

## The density has degree 2l

The polynomial (x² − 1)^l has leading term x^(2l). For m ≤ l, taking m + l derivatives leaves the leading term

[(2l)! / (l − m)!] x^(l−m)

so D^m P_l is nonzero of degree l − m. The density then has degree 2m + 2(l − m) = 2l, with leading coefficient a = (−1)^m [(2l)!/(l − m)!]². For m > l, the polynomial P_l of degree l is annihilated by D^m and the density is zero.

## Partial integration without boundary terms

Let q and f be polynomials with (x² − 1)^n dividing f. The claim is

∫ q · D^n f = (−1)^n ∫ D^n q · f

over [−1, 1]. For n = 0 there is nothing to show. Suppose it holds for n and all admissible f, and let f = (x² − 1)^(n+1) u with u a polynomial. Then

f' = (n + 1)(x² − 1)^n · 2x · u + (x² − 1)^(n+1) u'

is divisible by (x² − 1)^n, so

∫ q · D^(n+1) f = ∫ q · D^n f' = (−1)^n ∫ D^n q · f'

Since f(1) = f(−1) = 0, the integral of the derivative of D^n q · f is zero:

∫ D^(n+1) q · f + ∫ D^n q · f' = 0

Substituting gives the claim for n + 1. With n = k, q = ρ_lm and f = (x² − 1)^k,

M(l, m, k) = (−1)^k ∫ D^k ρ_lm · (x² − 1)^k

For k > 2l the factor D^k ρ_lm is zero. For k = 2l and m ≤ l it is the constant (2l)! · a ≠ 0, and (x² − 1)^(2l) is positive inside the interval, so M(l, m, 2l) ≠ 0. In the series, every k outside {0, 2, …, 2l} is odd or exceeds 2l, so its term has a vanishing first factor.

## The s and p shells

For l = 0 the density is 1, M(0, 0, 0) = 2, and the series has the single term k = 0, giving J = S_0. For l = 1, P_1 = 2x and P_2 = 12x² − 4. The densities are 4x² for m = 0 and 4(1 − x²) for m = 1, with norms 8/3 and 16/3 and rank-2 moments 128/15 and −128/15. Dividing by 2² · 2! = 8 and by the norms gives c_2(1, 0) = 2/5 and c_2(1, 1) = −1/5, hence for example J(0, 1) = S_0 − (2/25) S_2. An intermediate even rank can vanish: c_2(l, m) is proportional to l(l + 1) − 3m², which is zero for l = 3, m = 2. These explicit values, the formula for a, and the variant described at the end are added for orientation and are not among the statements in the code below.

## Orbital densities as real polynomials in Lean

```lean
import Mathlib

open Polynomial

namespace ShellMultipoles

noncomputable section

/-- Unnormalised Legendre polynomial `P_k`: the `k`-th derivative of `(x² - 1)^k`. -/
def rodrigues (k : ℕ) : ℝ[X] := derivative^[k] ((X ^ 2 - 1) ^ k)

/-- Unnormalised polar density of the orbital `(l, m)` in the variable `x = cos θ`:
`(1 - x²)^m` times the square of the `m`-th derivative of `P_l`. -/
def density (l m : ℕ) : ℝ[X] := (1 - X ^ 2) ^ m * (derivative^[m] (rodrigues l)) ^ 2

/-- Integral of a polynomial over `[-1, 1]`. -/
def integ (p : ℝ[X]) : ℝ := ∫ x in (-1 : ℝ)..1, p.eval x

/-- Rank-`k` multipole moment of the orbital density: the integral over `[-1, 1]` of the
density of `(l, m)` times `P_k`. -/
def multipole (l m k : ℕ) : ℝ := integ (density l m * rodrigues k)

/-- The `m`-th derivative of `P_l` has parity `(-1)^(m+l)` under `x → -x`. -/
theorem deriv_rodrigues_parity (l m : ℕ) (x : ℝ) :
    (derivative^[m] (rodrigues l)).eval (-x)
      = (-1) ^ (m + l) * (derivative^[m] (rodrigues l)).eval x := by
  -- each derivative of the even polynomial (x² - 1)^l flips the parity
  have key : ∀ n : ℕ, (derivative^[n] ((X ^ 2 - 1 : ℝ[X]) ^ l)).comp (-X)
      = C ((-1) ^ n) * derivative^[n] ((X ^ 2 - 1 : ℝ[X]) ^ l) := by
    intro n
    induction n with
    | zero => simp
    | succ n ih =>
      have h := congrArg derivative ih
      rw [derivative_comp, derivative_C_mul, derivative_neg, derivative_X] at h
      rw [Function.iterate_succ_apply', pow_succ (-1 : ℝ) n, mul_neg_one, C_neg]
      linear_combination -h
  have h := congrArg (eval x) (key (m + l))
  simp only [eval_comp, eval_neg, eval_X, eval_mul, eval_C] at h
  rw [rodrigues, ← Function.iterate_add_apply]
  exact h

/-- The orbital density is even under `x → -x`. -/
theorem density_even (l m : ℕ) (x : ℝ) :
    (density l m).eval (-x) = (density l m).eval x := by
  have h : ((-1 : ℝ) ^ (m + l)) ^ 2 = 1 := by
    rw [← pow_mul, mul_comm, pow_mul]
    simp
  simp only [density, eval_mul, eval_pow, eval_sub, eval_one, eval_X]
  rw [deriv_rodrigues_parity, mul_pow, h, one_mul, neg_sq]

/-- For `m ≤ l` the `m`-th derivative of `P_l` is nonzero and has degree `l - m`. -/
theorem deriv_rodrigues_degree {l m : ℕ} (h : m ≤ l) :
    derivative^[m] (rodrigues l) ≠ 0 ∧ (derivative^[m] (rodrigues l)).natDegree = l - m := by
  have h2 : (X ^ 2 - 1 : ℝ[X]).natDegree = 2 := by compute_degree!
  have h0 : (X ^ 2 - 1 : ℝ[X]) ≠ 0 := by
    intro h0
    rw [h0] at h2
    simp at h2
  have hd : ((X ^ 2 - 1 : ℝ[X]) ^ l).natDegree = l - m + (m + l) := by
    rw [natDegree_pow, h2]
    omega
  rw [rodrigues, ← Function.iterate_add_apply]
  have hc : (derivative^[m + l] ((X ^ 2 - 1 : ℝ[X]) ^ l)).coeff (l - m) ≠ 0 := by
    rw [coeff_iterate_derivative, nsmul_eq_mul]
    refine mul_ne_zero (Nat.cast_ne_zero.2 (Nat.descFactorial_pos.2 (by omega)).ne') ?_
    rw [← hd]
    exact leadingCoeff_ne_zero.2 (pow_ne_zero _ h0)
  refine ⟨fun hz => hc (by rw [hz, coeff_zero]), le_antisymm ?_ (le_natDegree_of_ne_zero hc)⟩
  have hle := natDegree_iterate_derivative ((X ^ 2 - 1 : ℝ[X]) ^ l) (m + l)
  omega

/-- For `m ≤ l` the orbital density is a nonzero polynomial of degree exactly `2l`. -/
theorem density_degree {l m : ℕ} (h : m ≤ l) :
    density l m ≠ 0 ∧ (density l m).natDegree = 2 * l := by
  obtain ⟨hne, hd⟩ := deriv_rodrigues_degree h
  have h2 : (1 - X ^ 2 : ℝ[X]).natDegree = 2 := by compute_degree!
  have h0 : (1 - X ^ 2 : ℝ[X]) ≠ 0 := by
    intro h0
    rw [h0] at h2
    simp at h2
  refine ⟨mul_ne_zero (pow_ne_zero _ h0) (pow_ne_zero _ hne), ?_⟩
  rw [density, natDegree_mul (pow_ne_zero _ h0) (pow_ne_zero _ hne), natDegree_pow,
    natDegree_pow, h2, hd]
  omega

/-- If `(x² - 1)^n` divides `f`, then `n` derivatives move from `f` to `q` under the integral
over `[-1, 1]` with sign `(-1)^n` and no boundary terms. -/
theorem integ_by_parts (n : ℕ) (q f : ℝ[X]) (hf : (X ^ 2 - 1) ^ n ∣ f) :
    integ (q * derivative^[n] f) = (-1) ^ n * integ (derivative^[n] q * f) := by
  have add : ∀ p r : ℝ[X], integ (p + r) = integ p + integ r := by
    intro p r
    simp only [integ, eval_add]
    exact intervalIntegral.integral_add (p.continuous.intervalIntegrable _ _)
      (r.continuous.intervalIntegrable _ _)
  have ftc : ∀ r : ℝ[X], integ (derivative r) = r.eval 1 - r.eval (-1) := fun r =>
    intervalIntegral.integral_eq_sub_of_hasDerivAt (fun x _ => r.hasDerivAt x)
      ((derivative r).continuous.intervalIntegrable _ _)
  induction n generalizing f with
  | zero => simp
  | succ n ih =>
    have hd : (X ^ 2 - 1) ^ n ∣ derivative f := by
      obtain ⟨g, rfl⟩ := hf
      rw [derivative_mul, derivative_pow_succ]
      exact dvd_add (dvd_mul_of_dvd_left (dvd_mul_of_dvd_left (dvd_mul_left _ _) _) _)
        (dvd_mul_of_dvd_left (pow_dvd_pow _ (Nat.le_succ n)) _)
    -- f vanishes at both end points
    have hb : (derivative^[n] q * f).eval 1 - (derivative^[n] q * f).eval (-1) = 0 := by
      obtain ⟨g, rfl⟩ := hf
      simp
    have h1 := ftc (derivative^[n] q * f)
    rw [hb, derivative_mul, add] at h1
    have e1 : derivative^[n + 1] f = derivative^[n] (derivative f) :=
      Function.iterate_succ_apply _ _ _
    have e2 : derivative^[n + 1] q = derivative (derivative^[n] q) :=
      Function.iterate_succ_apply' _ _ _
    rw [e1, e2, ih _ hd, pow_succ]
    linear_combination (-1) ^ n * h1

/-- Selection rule: the rank-`k` multipole moment of the density of `(l, m)` vanishes when
`k` is odd or `k > 2l`, for every `m`. -/
theorem multipole_eq_zero (l m k : ℕ) (hk : Odd k ∨ 2 * l < k) : multipole l m k = 0 := by
  rcases hk with hk | hk
  · -- even density times odd P_k is odd
    have hodd : ∀ x : ℝ, (density l m * rodrigues k).eval (-x)
        = -(density l m * rodrigues k).eval x := by
      intro x
      have hp := deriv_rodrigues_parity k 0 x
      simp only [Function.iterate_zero, id_eq, zero_add] at hp
      rw [eval_mul, eval_mul, density_even, hp, hk.neg_one_pow]
      ring
    have h := intervalIntegral.integral_comp_neg (a := (-1 : ℝ)) (b := 1)
      (fun x => (density l m * rodrigues k).eval x)
    simp only [neg_neg, hodd, intervalIntegral.integral_neg] at h
    unfold multipole integ
    linarith
  · -- k derivatives annihilate a density of degree at most 2l
    have hz : derivative^[k] (density l m) = 0 := by
      rcases le_or_gt m l with h | h
      · exact iterate_derivative_eq_zero (by rw [(density_degree h).2]; exact hk)
      · have hl : (rodrigues l).natDegree = l := (deriv_rodrigues_degree (Nat.zero_le l)).2
        have h0 : derivative^[m] (rodrigues l) = 0 :=
          iterate_derivative_eq_zero (by rw [hl]; exact h)
        rw [density, h0]
        simp
    rw [multipole, rodrigues, integ_by_parts k _ _ dvd_rfl, hz]
    simp [integ]

/-- The bound is sharp: for `m ≤ l` the rank-`2l` multipole moment is nonzero. -/
theorem multipole_top_ne_zero {l m : ℕ} (h : m ≤ l) : multipole l m (2 * l) ≠ 0 := by
  obtain ⟨hne, hd⟩ := density_degree h
  -- the 2l-th derivative of the density is a nonzero constant
  have hdeg := natDegree_iterate_derivative (density l m) (2 * l)
  have hC := eq_C_of_natDegree_le_zero (p := derivative^[2 * l] (density l m)) (by omega)
  have hc : (derivative^[2 * l] (density l m)).coeff 0 ≠ 0 := by
    rw [coeff_iterate_derivative, nsmul_eq_mul, zero_add]
    refine mul_ne_zero (Nat.cast_ne_zero.2 (Nat.descFactorial_pos.2 le_rfl).ne') ?_
    rw [← hd]
    exact leadingCoeff_ne_zero.2 hne
  have hpos : 0 < ∫ x in (-1 : ℝ)..1, (x ^ 2 - 1) ^ (2 * l) := by
    refine intervalIntegral.intervalIntegral_pos_of_pos_on
      (Continuous.intervalIntegrable (by fun_prop) _ _) (fun x hx => ?_) (by norm_num)
    have hx2 : x ^ 2 - 1 < 0 := by nlinarith [hx.1, hx.2]
    exact (even_two_mul l).pow_pos hx2.ne
  rw [multipole, rodrigues, integ_by_parts _ _ _ dvd_rfl, hC]
  simp only [integ, eval_mul, eval_C, eval_pow, eval_sub, eval_X, eval_one,
    intervalIntegral.integral_const_mul]
  exact mul_ne_zero (pow_ne_zero _ (by norm_num)) (mul_ne_zero hc hpos.ne')

/-- For arbitrary radial factors `F k`, the direct multipole series between the orbitals
`(l, m)` and `(l, m')` sums to its `l + 1` terms of rank `0, 2, …, 2l`. -/
theorem direct_series (l m m' : ℕ) (F : ℕ → ℝ) :
    HasSum (fun k => multipole l m k * multipole l m' k * F k)
      (∑ j ∈ Finset.range (l + 1),
        multipole l m (2 * j) * multipole l m' (2 * j) * F (2 * j)) := by
  have h : ∑ k ∈ (Finset.range (l + 1)).image (fun j => 2 * j),
      multipole l m k * multipole l m' k * F k = ∑ j ∈ Finset.range (l + 1),
        multipole l m (2 * j) * multipole l m' (2 * j) * F (2 * j) :=
    Finset.sum_image (fun a _ b _ hab => Nat.eq_of_mul_eq_mul_left two_pos hab)
  rw [← h]
  refine hasSum_sum_of_ne_finset_zero (fun k hk => ?_)
  have hk' : Odd k ∨ 2 * l < k := by
    rcases Nat.even_or_odd' k with ⟨j, rfl | rfl⟩
    · right
      by_contra hj
      exact hk (Finset.mem_image.2 ⟨j, Finset.mem_range.2 (by omega), rfl⟩)
    · exact Or.inl ⟨j, rfl⟩
  simp [multipole_eq_zero l m k hk']

end

end ShellMultipoles
```

```lean
#print axioms ShellMultipoles.multipole_eq_zero
#print axioms ShellMultipoles.multipole_top_ne_zero
#print axioms ShellMultipoles.direct_series
```

```
'ShellMultipoles.multipole_eq_zero' depends on axioms: [propext, Classical.choice, Quot.sound]
'ShellMultipoles.multipole_top_ne_zero' depends on axioms: [propext, Classical.choice, Quot.sound]
'ShellMultipoles.direct_series' depends on axioms: [propext, Classical.choice, Quot.sound]
```

## Reflection as composition with −X

`deriv_rodrigues_parity` proves the relation for g_n as an identity of polynomials, `key`, in which reflection is `.comp (-X)`. In the induction step, `congrArg derivative ih` differentiates both sides, `derivative_comp` is the chain rule that produces the minus sign, and `linear_combination -h` multiplies the result by −1. Evaluating `key (m + l)` at x and merging the iterates with `Function.iterate_add_apply` yields the parity (−1)^(m+l). `density_even` uses it together with ((−1)^(m+l))² = 1.

## Degrees from one coefficient

`deriv_rodrigues_degree` bounds the degree from both sides. The coefficient of x^(l−m) is computed by `coeff_iterate_derivative` as a falling factorial, `Nat.descFactorial`, times the coefficient of x^(2l) in (x² − 1)^l. For this purpose `hd` writes 2l as `l - m + (m + l)`, which is where m ≤ l enters, because subtraction of natural numbers stops at zero. The nonzero coefficient gives the lower bound, and `natDegree_iterate_derivative` gives the upper bound. Nonvanishing is stated beside the degree because `natDegree` assigns 0 to the zero polynomial, so that for m = l the degree alone would not exclude it. `density_degree` adds the degrees of the two nonzero factors with `natDegree_mul`.

## Moving derivatives across the integral

`integ_by_parts` first establishes additivity of the integral, `add`, and the fundamental theorem of calculus for polynomials, `ftc`. The induction is run `generalizing f`, since the hypothesis is applied to f' and not to f. The statement `hd` is the divisibility of f' by (x² − 1)^n, `hb` is the vanishing boundary term, and `h1` is the two-term identity obtained from the product rule. The equations `e1` and `e2` split D^(n+1) in the two different ways used above, as D^n applied to f' and as D applied to D^n q. The closing `linear_combination (-1) ^ n * h1` is the substitution.

## The two cases of the selection rule, and rank 2l

In `multipole_eq_zero` the odd case proves `hodd` pointwise, and `intervalIntegral.integral_comp_neg` is the substitution x → −x; `linarith` then solves ∫ h = −∫ h. The case k > 2l proves `hz`, that D^k ρ_lm = 0, separately for m ≤ l by degree and for m > l by the vanishing of the density, and then applies `integ_by_parts` with `dvd_rfl`, since f is (x² − 1)^k itself.

In `multipole_top_ne_zero`, `hC` identifies the 2l-th derivative with its constant coefficient, `hc` shows that this coefficient is nonzero, and `hpos` is the positivity of ∫ (x² − 1)^(2l), obtained from an even power of a number that is negative on the open interval.

`direct_series` rewrites the sum over j as a sum over the set of values 2j by `Finset.sum_image`, and `hasSum_sum_of_ne_finset_zero` reduces convergence to the vanishing of all terms outside that set. Only the moment of (l, m) is needed to kill each such term.

## Transition densities in place of diagonal densities

A wider model starts from the product of the conjugate of Y_lm' with Y_lm, for integer m and m' of either sign. The azimuthal integral then selects the component μ = m − m' of the rank-k harmonic, and the polar integrand becomes

(1 − x²)^s · D^|m| P_l · D^|m'| P_l · D^|μ| P_k,  with s = (|m| + |m'| + |μ|)/2

The exponent s is an integer, so polynomials still suffice, and the parity is again (−1)^k. Such a statement would reach the exchange and off-diagonal elements within the shell. The partial integration takes one more step. For μ ≠ 0, k + |μ| derivatives act on (x² − 1)^k, more than its zeros at ±1 can absorb, and the zeros of (1 − x²)^s make up the difference, since s ≥ |μ|. Put Q = (1 − x²)^s · D^|m| P_l · D^|m'| P_l, which has degree 2l + |μ| for |m|, |m'| ≤ l. The same lemma is applied first with f = Q, q = P_k and n = |μ|, then with f = (x² − 1)^k and n = k. This puts all k + |μ| derivatives on Q, so the integral again vanishes for k > 2l. In this section m and m' label the two factors of one density, not the orbitals of two different electrons. The selection rule proved above is the case m = m', μ = 0.
